# The exponential of two fermionic number operators in normal order

For two fermionic modes with annihilators a₁, a₂ and creators b₁, b₂, the lemma states that exp(z b₁a₁ + w b₂a₂) equals 1 + (e^z − 1) b₁a₁ + (e^w − 1) b₂a₂ + (e^z − 1)(e^w − 1) b₁b₂a₂a₁, for all complex z and w. With z and w equal to minus the mode energies over kT, this is the Boltzmann factor of two non-interacting modes, written in normal order. The operators live in a complete normed complex algebra. Within each mode aᵢbᵢ + bᵢaᵢ = 1 and aᵢ² = 0, and each operator of one mode anticommutes with each operator of the other; b₁ and b₂ are not required to be the adjoints of a₁ and a₂. The attempt shows that the two number operators commute, then tries to split the exponential into a product, apply the one-mode formula to each factor and multiply out.

The first attempt, which Lean rejects:

```lean
import Mathlib

open Matrix

namespace ExpTwoModes

noncomputable section

/-- If `ab + ba = 1` and `a² = 0`, then removing, creating and again removing a fermion
is the same as removing it once: `a (b a) = a`. -/
theorem annihilate_number {R : Type*} [Ring R] {a b : R}
    (h : a * b + b * a = 1) (ha : a * a = 0) :
    a * (b * a) = a := by
  have e : a * (b * a) = (a * b + b * a) * a - b * (a * a) := by noncomm_ring
  rw [e, h, ha, one_mul, mul_zero, sub_zero]

/-- If `ab + ba = 1` and `a² = 0`, the number operator `n = ba` is idempotent. -/
theorem number_idempotent {R : Type*} [Ring R] {a b : R}
    (h : a * b + b * a = 1) (ha : a * a = 0) :
    b * a * (b * a) = b * a := by
  rw [mul_assoc, annihilate_number h ha]

variable {A : Type*} [NormedRing A] [NormedAlgebra ℂ A]

/-- In a complete normed complex algebra, the exponential of a multiple of an idempotent `p`
is `exp(z p) = 1 + (e^z - 1) p`. -/
theorem exp_smul_idempotent [CompleteSpace A] {p : A} (hp : p * p = p) (z : ℂ) :
    NormedSpace.exp (z • p) = 1 + (Complex.exp z - 1) • p := by
  have hs : HasSum (fun n : ℕ => z ^ n / (n.factorial : ℂ)) (Complex.exp z) := by
    rw [Complex.exp_eq_exp_ℂ]
    apply NormedSpace.expSeries_div_hasSum_exp
  have hpow : ∀ n : ℕ, p ^ (n + 1) = p := by
    intro n
    induction n with
    | zero => simp
    | succ n ih => rw [pow_succ, ih, hp]
  -- the scalar series multiplies `p`; only the zeroth term needs the correction `1 - p`
  have hA := (hs.smul_const p).add (hasSum_ite_eq (0 : ℕ) (1 - p))
  have hterm : (fun n : ℕ => ((n.factorial : ℂ)⁻¹) • (z • p) ^ n) =
      fun n : ℕ => (z ^ n / (n.factorial : ℂ)) • p + if n = 0 then 1 - p else 0 := by
    funext n
    cases n with
    | zero => simp
    | succ n =>
      rw [smul_pow, hpow, smul_smul, if_neg (Nat.succ_ne_zero n), add_zero, div_eq_inv_mul]
  rw [NormedSpace.exp_eq_tsum ℂ]
  change (∑' n : ℕ, ((n.factorial : ℂ)⁻¹) • (z • p) ^ n) = _
  rw [hterm]
  exact hA.tsum_eq.trans (by module)

/-- Normal-ordered fermionic Boltzmann factor: if `ab + ba = 1` and `a² = 0` in a complete
normed complex algebra, then `exp(z ba) = 1 + (e^z - 1) ba` for every complex `z`. -/
theorem exp_number [CompleteSpace A] {a b : A} (h : a * b + b * a = 1) (ha : a * a = 0)
    (z : ℂ) : NormedSpace.exp (z • (b * a)) = 1 + (Complex.exp z - 1) • (b * a) :=
  exp_smul_idempotent (number_idempotent h ha) z

/-- For two fermionic modes whose operators anticommute with each other, the joint Boltzmann
factor is a normal-ordered polynomial with a single two-body term `b₁ b₂ a₂ a₁`. -/
theorem exp_two_modes [CompleteSpace A] {a₁ b₁ a₂ b₂ : A}
    (h₁ : a₁ * b₁ + b₁ * a₁ = 1) (ha₁ : a₁ * a₁ = 0)
    (h₂ : a₂ * b₂ + b₂ * a₂ = 1) (ha₂ : a₂ * a₂ = 0)
    (haa : a₁ * a₂ + a₂ * a₁ = 0) (hbb : b₁ * b₂ + b₂ * b₁ = 0)
    (hab : a₁ * b₂ + b₂ * a₁ = 0) (hba : a₂ * b₁ + b₁ * a₂ = 0) (z w : ℂ) :
    NormedSpace.exp (z • (b₁ * a₁) + w • (b₂ * a₂)) =
      1 + (Complex.exp z - 1) • (b₁ * a₁) + (Complex.exp w - 1) • (b₂ * a₂)
        + ((Complex.exp z - 1) * (Complex.exp w - 1)) • (b₁ * b₂ * a₂ * a₁) := by
  -- both orders of the product of number operators have the same normal-ordered form
  have h12 : b₁ * a₁ * (b₂ * a₂) = b₁ * b₂ * a₂ * a₁ := by
    have e : b₁ * a₁ * (b₂ * a₂) = b₁ * (a₁ * b₂ + b₂ * a₁) * a₂
        - b₁ * b₂ * (a₁ * a₂ + a₂ * a₁) + b₁ * b₂ * a₂ * a₁ := by noncomm_ring
    rw [e, hab, haa, mul_zero, zero_mul, mul_zero, sub_zero, zero_add]
  have h21 : b₂ * a₂ * (b₁ * a₁) = b₁ * b₂ * a₂ * a₁ := by
    have e : b₂ * a₂ * (b₁ * a₁) = b₂ * (a₂ * b₁ + b₁ * a₂) * a₁
        - (b₁ * b₂ + b₂ * b₁) * a₂ * a₁ + b₁ * b₂ * a₂ * a₁ := by noncomm_ring
    rw [e, hba, hbb, mul_zero, zero_mul, zero_mul, zero_mul, sub_zero, zero_add]
  have hc : Commute (b₁ * a₁) (b₂ * a₂) := h12.trans h21.symm
  rw [NormedSpace.exp_add_of_commute ((hc.smul_left z).smul_right w),
    exp_number h₁ ha₁, exp_number h₂ ha₂]
  simp only [add_mul, mul_add, one_mul, mul_one, smul_mul_assoc, mul_smul_comm, h12]
  module

end

end ExpTwoModes
```

The error:

```
Main.lean:77:6: error(lean.synthInstanceFailed): failed to synthesize instance of type class
  NormedAlgebra ℚ A

Hint: Type class instance resolution failures can be inspected with the `set_option trace.Meta.synthInstance true` command.
Main.lean:66:79: error: unsolved goals
A : Type u_1
inst✝² : NormedRing A
inst✝¹ : NormedAlgebra ℂ A
inst✝ : CompleteSpace A
a₁ b₁ a₂ b₂ : A
h₁ : a₁ * b₁ + b₁ * a₁ = 1
ha₁ : a₁ * a₁ = 0
h₂ : a₂ * b₂ + b₂ * a₂ = 1
ha₂ : a₂ * a₂ = 0
haa : a₁ * a₂ + a₂ * a₁ = 0
hbb : b₁ * b₂ + b₂ * b₁ = 0
hab : a₁ * b₂ + b₂ * a₁ = 0
hba : a₂ * b₁ + b₁ * a₂ = 0
z w : ℂ
h12 : b₁ * a₁ * (b₂ * a₂) = b₁ * b₂ * a₂ * a₁
h21 : b₂ * a₂ * (b₁ * a₁) = b₁ * b₂ * a₂ * a₁
hc : Commute (b₁ * a₁) (b₂ * a₂)
⊢ NormedSpace.exp (z • (b₁ * a₁) + w • (b₂ * a₂)) =
    1 + (Complex.exp z - 1) • (b₁ * a₁) + (Complex.exp w - 1) • (b₂ * a₂) +
      ((Complex.exp z - 1) * (Complex.exp w - 1)) • (b₁ * b₂ * a₂ * a₁)
```

What went wrong. The step that fails is the splitting of the exponential. `NormedSpace.exp_add_of_commute` needs an instance of `NormedAlgebra ℚ A`, while the file supplies only `NormedAlgebra ℂ A`, and Lean's instance search does not get from the one to the other. The second message follows from the first: the goal it shows is still the original equation, so the rewrite has changed nothing. The commutation of the number operators is not at fault, since `hc` is already proved and stands in the context.

The repair states the splitting as a separate equation, `hexp`. Inside its proof, `NormedAlgebra.restrictScalars ℚ ℂ A` builds the missing structure by restricting the scalars from ℂ to ℚ, and `let _` makes it available to instance search, so the same lemma now applies with the same commutation argument. The instance is introduced only within that proof. The main proof then rewrites with `hexp` and goes on to the one-mode formulas and the closing algebra as before.

Fix (accepted with no message):

```diff
@@ -75,6 +75,9 @@
     rw [e, hba, hbb, mul_zero, zero_mul, zero_mul, zero_mul, sub_zero, zero_add]
   have hc : Commute (b₁ * a₁) (b₂ * a₂) := h12.trans h21.symm
-  rw [NormedSpace.exp_add_of_commute ((hc.smul_left z).smul_right w),
-    exp_number h₁ ha₁, exp_number h₂ ha₂]
+  have hexp : NormedSpace.exp (z • (b₁ * a₁) + w • (b₂ * a₂)) =
+      NormedSpace.exp (z • (b₁ * a₁)) * NormedSpace.exp (w • (b₂ * a₂)) := by
+    let _ : NormedAlgebra ℚ A := NormedAlgebra.restrictScalars ℚ ℂ A
+    exact NormedSpace.exp_add_of_commute ((hc.smul_left z).smul_right w)
+  rw [hexp, exp_number h₁ ha₁, exp_number h₂ ha₂]
   simp only [add_mul, mul_add, one_mul, mul_one, smul_mul_assoc, mul_smul_comm, h12]
   module
```
